# For nonzero $a$ and $b=vC_0$, the PW91 correlation correction starts as $v(C-3X/7)\,t^2$

Let $t=|\nabla n|/(2k_sn)$ be the reduced gradient of the electron density $n$, where $k_s$ is the Thomas–Fermi screening wavenumber, and take the PW91 gradient correction with its two shape parameters $A$ and $K$ set to zero:

$$H(t)=\frac{b^2}{2a}\ln\!\Big(1+\frac{2a}{b}t^2\Big)+v\Big(C-C_0-\frac{3X}{7}\Big)t^2 .$$

Here $a$ and $b$ are nonzero constants of the logarithmic term, $v$ is a prefactor, $C$ is the correlation gradient coefficient at the given density, $C_0$ is its high-density limit, and $X$ is the exchange gradient constant. Since $\ln(1+x)=x+O(x^2)$, the logarithm contributes $b\,t^2$ at lowest order. If $b=vC_0$, the two contributions of $C_0$ cancel and $v(C-3X/7)\,t^2$ remains.

Nonzero $A$ and $K$ change $H$ only from order $t^4$ on, so the coefficient stays the same. In density-functional calculations it governs how this functional, here in its spin-unpolarised form at fixed density, treats slowly varying densities. Apart from $A$, which the results on large gradients tie to the correlation energy of the uniform gas, the parameters are free real numbers; their density dependence and their numerical values are not modelled, and nothing is derived about the exact correlation functional.

```lean
import Mathlib

open Filter Topology

namespace PW91Correlation

noncomputable section
```

## The two parts of the correction

Write $u=t^2$. In the full functional the logarithm contains, in place of $u$, the function

$$S_A(u)=\frac{u(1+Au)}{1+Au+A^2u^2}.$$

Its denominator equals $(Au+\tfrac12)^2+\tfrac34$, which is positive for all real $A$ and $u$. In the code $S_A(u)$ is `sat A u`.

```lean
/-- The saturating function of the squared reduced gradient `u = t²` inside the logarithm
of the PW91 correlation functional. Its denominator is positive for all real `A` and `u`. -/
def sat (A u : ℝ) : ℝ := u * (1 + A * u) / (1 + A * u + A ^ 2 * u ^ 2)
```

The logarithmic part is

$$H_0(t)=\frac{b^2}{2a}\ln\!\Big(1+\frac{2a}{b}S_A(t^2)\Big).$$

```lean
/-- The logarithmic part of the PW91 gradient correction, for nonzero `a` and `b` and wherever the
argument of the logarithm is positive. -/
def H0 (a b A t : ℝ) : ℝ :=
  b ^ 2 / (2 * a) * Real.log (1 + 2 * a / b * sat A (t ^ 2))
```

The second part is damped by a Gaussian with rate $K$:

$$H_1(t)=v\Big(C-C_0-\frac{3X}{7}\Big)t^2e^{-Kt^2}.$$

```lean
/-- The Gaussian-damped part of the PW91 gradient correction. -/
def H1 (v C C0 X K t : ℝ) : ℝ :=
  v * (C - C0 - 3 * X / 7) * (t ^ 2 * Real.exp (-K * t ^ 2))
```

The correction to the correlation energy per electron is the sum $H=H_0+H_1$.

```lean
/-- The PW91 gradient correction to the correlation energy per electron, for nonzero `a` and `b` and
wherever the argument of the logarithm in `H0` is positive. -/
def H (a b A v C C0 X K t : ℝ) : ℝ := H0 a b A t + H1 v C C0 X K t
```

For small gradients $A$ may be any real number. For large gradients its actual PW91 value matters. It is fixed by the correlation energy per electron $\varepsilon<0$ of the uniform gas at the same density:

$$A=\frac{2a/b}{e^{-2a\varepsilon/b^2}-1}.$$

```lean
/-- The parameter `A` of PW91 as a function of the uniform-gas correlation energy `ε`,
for nonzero `a`, `b` and `ε`. -/
def gasA (a b ε : ℝ) : ℝ := (2 * a / b) / (Real.exp (-2 * a * ε / b ^ 2) - 1)
```

## Small gradients

Both parts have the form $g(t^2)$ with $g(0)=0$. If $g$ has derivative $d$ at zero, then

$$\frac{g(t^2)}{t^2}=\frac{g(0+t^2)-g(0)}{t^2}\longrightarrow d\qquad(t\to0,\ t\neq0).$$

The derivative is taken with respect to $t^2$, not $t$. In the code, `𝓝[≠] 0` expresses the approach to zero through nonzero values. The step `hsq` shows that squaring preserves this kind of approach, and composing it with the difference quotient of $g$ gives the limit.

```lean
/-- If `g` has derivative `d` at zero and `g 0 = 0`, then `g(t²)/t²` tends to `d` as `t` tends to
zero through nonzero values. This limit is called the gradient coefficient. -/
theorem gradient_coefficient_of_hasDerivAt {g : ℝ → ℝ} {d : ℝ}
    (hg : HasDerivAt g d 0) (h0 : g 0 = 0) :
    Tendsto (fun t : ℝ => g (t ^ 2) / t ^ 2) (𝓝[≠] 0) (𝓝 d) := by
  have hc : Tendsto (fun t : ℝ => t ^ 2) (𝓝 0) (𝓝 0) :=
    Continuous.tendsto' (by fun_prop) 0 0 (by norm_num)
  have hsq : Tendsto (fun t : ℝ => t ^ 2) (𝓝[≠] 0) (𝓝[≠] 0) := by
    refine tendsto_nhdsWithin_iff.2 ⟨hc.mono_left nhdsWithin_le_nhds, ?_⟩
    filter_upwards [self_mem_nhdsWithin] with t ht
    exact pow_ne_zero 2 ht
  exact ((hasDerivAt_iff_tendsto_slope_zero.1 hg).comp hsq).congr
    (fun t => by simp [h0, div_eq_inv_mul])
```

For the logarithmic part, let $N(u)=u+Au^2$ and $D(u)=1+Au+A^2u^2$, so that $S_A=N/D$. With $N(0)=0$, $N'(0)=1$ and $D(0)=1$, the quotient rule gives

$$S_A'(0)=\frac{N'(0)D(0)-N(0)D'(0)}{D(0)^2}=1.$$

The chain rule then gives

$$\frac{d}{du}\,\frac{b^2}{2a}\ln\!\Big(1+\frac{2a}{b}S_A(u)\Big)\Big|_{u=0}=\frac{b^2}{2a}\cdot\frac{2a}{b}=b .$$

In the proof `hs` is the unit slope, `hl` applies the chain rule, and `field_simp` cancels the constants using $a,b\neq0$.

```lean
/-- For nonzero `a` and `b`, the logarithmic part alone has gradient coefficient `b`. -/
theorem H0_gradient_coefficient {a b : ℝ} (A : ℝ) (ha : a ≠ 0) (hb : b ≠ 0) :
    Tendsto (fun t => H0 a b A t / t ^ 2) (𝓝[≠] 0) (𝓝 b) := by
  have hid := hasDerivAt_id' (0 : ℝ)
  have hlin := (hid.const_mul A).const_add 1
  have hz : sat A 0 = 0 := by simp [sat]
  -- the saturating function starts with unit slope
  have hs : HasDerivAt (sat A) 1 0 := by
    have h := (hid.fun_mul hlin).fun_div
      (hlin.fun_add ((hid.fun_pow 2).const_mul (A ^ 2))) (by norm_num)
    exact h.congr_deriv (by simp)
  have hl := (((hs.const_mul (2 * a / b)).const_add 1).log
    (by simp [hz])).const_mul (b ^ 2 / (2 * a))
  have hd : HasDerivAt
      (fun u => b ^ 2 / (2 * a) * Real.log (1 + 2 * a / b * sat A u)) b 0 := by
    refine hl.congr_deriv ?_
    simp only [hz, mul_zero, add_zero, mul_one, div_one]
    field_simp
  exact gradient_coefficient_of_hasDerivAt hd (by simp [hz])
```

For the damped part,

$$\frac{d}{du}\,u\,e^{-Ku}=(1-Ku)\,e^{-Ku},$$

which is $1$ at $u=0$. The coefficient is therefore the prefactor $v(C-C_0-3X/7)$, whatever the value of $K$.

```lean
/-- The Gaussian-damped part has gradient coefficient `v (C - C0 - 3X/7)`. -/
theorem H1_gradient_coefficient (v C C0 X K : ℝ) :
    Tendsto (fun t => H1 v C C0 X K t / t ^ 2) (𝓝[≠] 0)
      (𝓝 (v * (C - C0 - 3 * X / 7))) := by
  have hid := hasDerivAt_id' (0 : ℝ)
  have h := (hid.fun_mul (hid.const_mul (-K)).exp).const_mul (v * (C - C0 - 3 * X / 7))
  have hd : HasDerivAt
      (fun u => v * (C - C0 - 3 * X / 7) * (u * Real.exp (-K * u)))
      (v * (C - C0 - 3 * X / 7)) 0 := h.congr_deriv (by simp)
  exact gradient_coefficient_of_hasDerivAt hd (by simp)
```

Adding the two limits and inserting $b=vC_0$ gives

$$b+v\Big(C-C_0-\frac{3X}{7}\Big)=v\Big(C-\frac{3X}{7}\Big).$$

The theorem states this limit for all real $A$, $C$, $X$ and $K$, under the hypotheses $a\neq0$, $b\neq0$ and $b=vC_0$. The last condition says that the gradient coefficient $b$ of the logarithmic part equals $vC_0$. It is assumed, not derived. The proof adds the two previous results, and `hsum` is the cancellation displayed above.

```lean
/-- The PW91 gradient coefficient: for nonzero `a` and `b` with `b = v C0`, the ratio
`H(t)/t²` tends to `v (C - 3X/7)` as the reduced gradient `t` tends to zero. -/
theorem pw91_gradient_coefficient {a b v C0 : ℝ} (A C X K : ℝ)
    (ha : a ≠ 0) (hb : b ≠ 0) (hbv : b = v * C0) :
    Tendsto (fun t => H a b A v C C0 X K t / t ^ 2) (𝓝[≠] 0)
      (𝓝 (v * (C - 3 * X / 7))) := by
  have h := (H0_gradient_coefficient A ha hb).add (H1_gradient_coefficient v C C0 X K)
  -- the two contributions of C0 cancel
  have hsum : b + v * (C - C0 - 3 * X / 7) = v * (C - 3 * X / 7) := by
    rw [hbv]; ring
  rw [hsum] at h
  exact h.congr (fun t => by simp only [H, add_div])
```

Without $b=vC_0$ the conclusion fails. Take $a=b=v=1$ and $C=C_0=X=0$. Then $H_1$ vanishes and $H(t)/t^2\to1$, whereas $v(C-3X/7)=0$.

The punctured neighbourhood in the statement is also essential. With `𝓝 0` in its place, the limit would have to agree with the value at $t=0$, which Lean evaluates as $0/0=0$, and the theorem would be false whenever the coefficient is nonzero.

## Large gradients

Now let $A>0$. Since $Au(1+Au)=D(u)-1$,

$$S_A(u)=\frac{D(u)-1}{A\,D(u)}=\frac1A-\frac{1}{A\,D(u)} .$$

The subtracted term is positive, so $S_A(u)<1/A$ for every $u$. The lemma records both the identity and the positivity. Its first step, `hD`, proves $D(u)>0$ from a square.

```lean
/-- For `A > 0` the saturating function lies below `1/A` by an explicit positive amount. -/
theorem sat_eq {A : ℝ} (hA : 0 < A) (u : ℝ) :
    sat A u = 1 / A - 1 / A * (1 + A * u + A ^ 2 * u ^ 2)⁻¹ ∧
      0 < 1 / A * (1 + A * u + A ^ 2 * u ^ 2)⁻¹ := by
  have hD : 0 < 1 + A * u + A ^ 2 * u ^ 2 := by
    nlinarith [sq_nonneg (1 + 2 * (A * u))]
  refine ⟨?_, by positivity⟩
  have hA' := hA.ne'
  have hD' := hD.ne'
  rw [sat, div_eq_iff hD', sub_mul, mul_assoc (1 / A), inv_mul_cancel₀ hD']
  field_simp
  ring
```

Next, take $a,b>0$ and $\varepsilon<0$, and set $x=-2a\varepsilon/b^2$. Then $x>0$, hence $e^x-1\geq x>0$ and the PW91 value of $A$ is positive. Its definition rearranges to

$$1+\frac{2a}{b}\cdot\frac1A=e^{x}.$$

So when $S_A$ reaches its ceiling $1/A$, the argument of the logarithm reaches $e^x$. In the code `he` is the positivity of $e^x-1$ and `key` is the rearrangement.

```lean
/-- For `a, b > 0` and a negative uniform-gas correlation energy `ε`, the PW91 parameter `A`
is positive and satisfies `1 + (2a/b)/A = exp(-2aε/b²)`. -/
theorem gasA_spec {a b ε : ℝ} (ha : 0 < a) (hb : 0 < b) (hε : ε < 0) :
    0 < gasA a b ε ∧
      1 + 2 * a / b * (1 / gasA a b ε) = Real.exp (-2 * a * ε / b ^ 2) := by
  have hx : 0 < -2 * a * ε / b ^ 2 :=
    div_pos (by nlinarith [mul_pos ha (neg_pos.2 hε)]) (by positivity)
  have he : 0 < Real.exp (-2 * a * ε / b ^ 2) - 1 := by
    linarith [Real.add_one_le_exp (-2 * a * ε / b ^ 2)]
  have key : ∀ q E : ℝ, q ≠ 0 → 1 + q * (1 / (q / (E - 1))) = E := by
    intro q E hq
    rw [one_div_div]
    have h : q * ((E - 1) / q) = E - 1 := by field_simp
    linarith
  exact ⟨div_pos (by positivity) he, key _ _ (by positivity)⟩
```

At any finite $t$ the ceiling is not reached. Because $0\leq S_A(t^2)<1/A$, the argument of the logarithm is positive and less than $e^x$. The logarithm is strictly increasing, so

$$H_0(t)<\frac{b^2}{2a}\,x=-\varepsilon,\qquad\text{that is,}\qquad \varepsilon+H_0(t)<0 .$$

The proof follows the same order: `hlt` and `hs` are the two bounds on $S_A$, `hlog` compares the logarithms, and `hfin` evaluates the constant. The inequality concerns $H_0$ alone. The Gaussian part can be positive, and for suitable parameters it makes $\varepsilon+H(t)$ positive at intermediate gradients.

```lean
/-- For `a, b > 0`, `ε < 0` and `A` at its PW91 value `gasA a b ε`, the uniform-gas correlation
energy `ε` plus the logarithmic part of the gradient correction is negative at every reduced
gradient. -/
theorem correlation_neg {a b ε : ℝ} (ha : 0 < a) (hb : 0 < b) (hε : ε < 0) (t : ℝ) :
    ε + H0 a b (gasA a b ε) t < 0 := by
  obtain ⟨hA, hexp⟩ := gasA_spec ha hb hε
  obtain ⟨h1, h2⟩ := sat_eq hA (t ^ 2)
  have hlt : sat (gasA a b ε) (t ^ 2) < 1 / gasA a b ε := by linarith
  have hs : 0 ≤ sat (gasA a b ε) (t ^ 2) := by unfold sat; positivity
  have hq : 0 < 2 * a / b := by positivity
  have hlog := Real.log_lt_log (by positivity)
    (add_lt_add_right (mul_lt_mul_of_pos_left hlt hq) 1)
  rw [hexp, Real.log_exp] at hlog
  have hp : 0 < b ^ 2 / (2 * a) := by positivity
  have hfin : b ^ 2 / (2 * a) * (-2 * a * ε / b ^ 2) = -ε := by field_simp
  have h := mul_lt_mul_of_pos_left hlog hp
  rw [hfin] at h
  unfold H0
  linarith
```

As $t\to\infty$ at fixed density, $D(t^2)\to\infty$, so $S_A(t^2)\to1/A$ and

$$H_0(t)\to\frac{b^2}{2a}\ln e^{x}=-\varepsilon .$$

If also $K>0$, then

$$t^2e^{-Kt^2}=\frac1K\,(Kt^2)\,e^{-Kt^2}\to0,$$

because $ye^{-y}\to0$ as $y\to\infty$. Hence $\varepsilon+H(t)\to0$: the functional switches correlation off when the density varies very rapidly. This limit does not need $b=vC_0$.

In the final theorem `atTop` stands for $t\to+\infty$. The step `hD` bounds the denominator from below by $Au$, `hs` gives the limit of $S_A$, and `h0` carries it through the logarithm. The Gaussian part is handled by `hg` and `h1`, with the factor $1/K$ appearing as in the formula above.

```lean
/-- For `a, b, K > 0`, `ε < 0` and `A` at its PW91 value `gasA a b ε`, the correlation energy per
electron `ε + H(t)` tends to zero as the reduced gradient tends to infinity. -/
theorem correlation_tendsto_zero {a b ε K : ℝ} (v C C0 X : ℝ)
    (ha : 0 < a) (hb : 0 < b) (hε : ε < 0) (hK : 0 < K) :
    Tendsto (fun t => ε + H a b (gasA a b ε) v C C0 X K t) atTop (𝓝 0) := by
  obtain ⟨hA, hexp⟩ := gasA_spec ha hb hε
  have hsq : Tendsto (fun t : ℝ => t ^ 2) atTop atTop := tendsto_pow_atTop two_ne_zero
  -- the saturating function tends to 1/A
  have hD : Tendsto (fun u : ℝ => 1 + gasA a b ε * u + gasA a b ε ^ 2 * u ^ 2)
      atTop atTop :=
    tendsto_atTop_mono (fun u => by
        change gasA a b ε * u ≤ 1 + gasA a b ε * u + gasA a b ε ^ 2 * u ^ 2
        nlinarith [sq_nonneg (gasA a b ε * u)])
      (Tendsto.const_mul_atTop hA tendsto_id)
  have hs : Tendsto (sat (gasA a b ε)) atTop (𝓝 (1 / gasA a b ε)) := by
    have h := ((tendsto_inv_atTop_zero.comp hD).const_mul
      (1 / gasA a b ε)).const_sub (1 / gasA a b ε)
    rw [mul_zero, sub_zero] at h
    exact h.congr (fun u => (sat_eq hA u).1.symm)
  have h0 := ((((hs.comp hsq).const_mul (2 * a / b)).const_add 1).log
    (by rw [hexp]; exact (Real.exp_pos _).ne')).const_mul (b ^ 2 / (2 * a))
  have hfin : b ^ 2 / (2 * a) * (-2 * a * ε / b ^ 2) = -ε := by field_simp
  rw [hexp, Real.log_exp, hfin] at h0
  -- the Gaussian term dies out
  have hg := ((Real.tendsto_pow_mul_exp_neg_atTop_nhds_zero 1).comp
    (Tendsto.const_mul_atTop hK hsq)).const_mul (v * (C - C0 - 3 * X / 7) / K)
  have h1 : Tendsto (H1 v C C0 X K) atTop (𝓝 0) := by
    rw [mul_zero] at hg
    refine hg.congr (fun t => ?_)
    simp only [Function.comp_apply, pow_one, H1, neg_mul]
    field_simp
  have h := (h0.add h1).const_add ε
  rw [add_zero, add_neg_cancel] at h
  exact h

end

end PW91Correlation
```

```lean
#print axioms PW91Correlation.pw91_gradient_coefficient
-- 'PW91Correlation.pw91_gradient_coefficient' depends on axioms: [propext, Classical.choice, Quot.sound]
#print axioms PW91Correlation.correlation_neg
-- 'PW91Correlation.correlation_neg' depends on axioms: [propext, Classical.choice, Quot.sound]
#print axioms PW91Correlation.correlation_tendsto_zero
-- 'PW91Correlation.correlation_tendsto_zero' depends on axioms: [propext, Classical.choice, Quot.sound]
```
